# Overlapping Fermi disks and the exchange energy \(-4k_F/(3\pi)\) per particle of the two-dimensional electron gas

In the unpolarised plane-wave solution of the Hartree-Fock approximation, electrons confined to a plane with a uniform neutralising background fill a disk of radius \(k_F\) in momentum space. Shift that disk by a momentum transfer \(q\), and the part that still overlaps the original measures how strongly the Pauli principle suppresses density fluctuations at \(q\). With \(x = q/(2k_F)\), the static structure factor is said to be

\[
S(x) = \frac{2}{\pi}\left(\arcsin x + x\sqrt{1-x^2}\right) \quad (0 \le x \le 1), \qquad S(x) = 1 \quad (x \ge 1),
\]

and the exchange energy per particle follows as \(-4k_F/(3\pi)\) in Hartree atomic units. I would like to see this done rigorously and checked in Lean, with the overlap as a genuine area in the plane and the closed form of \(S\) derived from it. How does that go?

## From the overlap area to the energy

The whole calculation reduces to two elementary integrals. Measure momenta in units of \(k_F\) and place the centres of the two unit disks at \((\pm x, 0)\), a distance \(2x = q/k_F\) apart.

**The area.** Let \(0 \le x \le 1\). A point \((u,v)\) lies in both disks when \((u+x)^2+v^2<1\) and \((u-x)^2+v^2<1\). The larger of the two squares \((u\pm x)^2\) is \((|u|+x)^2\), so both conditions together say \((|u|+x)^2+v^2<1\). At fixed \(u\) with \(|u|<1-x\), the vertical slice has length \(2\sqrt{1-(|u|+x)^2}\). By the symmetry \(u\to-u\) and the substitution \(z=u+x\), the area is

\[
A(x) = 4\int_0^{1-x}\sqrt{1-(u+x)^2}\,du = 4\int_x^1\sqrt{1-z^2}\,dz .
\]

**The closed form.** For \(0\le z<1\),

\[
\frac{d}{dz}\left(\arcsin z+z\sqrt{1-z^2}\right)
=\frac{1-z^2}{\sqrt{1-z^2}}+\sqrt{1-z^2}=2\sqrt{1-z^2}.
\]

The primitive equals \(\pi/2\) at \(z=1\), hence

\[
A(x)=\pi-2\left(\arcsin x+x\sqrt{1-x^2}\right).
\]

The structure factor is one minus the overlapping fraction of the disk, \(S(x)=1-A(x)/\pi\), which gives the stated formula. If \(x\ge1\), adding the two disk conditions gives \(u^2+v^2+x^2<1\), which is impossible. The overlap is then empty and \(S=1\).

**The integral of \(S-1\).** Write \(s=\sqrt{1-z^2}\), so that \(s'=-z/s\). Then

\[
\frac{d}{dz}\left(z\arcsin z+s-\frac{s^3}{3}\right)=\arcsin z+\frac{z}{s}-\frac{z}{s}+zs=\arcsin z+zs .
\]

The bracket is \(\pi/2\) at \(z=1\) and \(2/3\) at \(z=0\). Therefore

\[
\int_0^1(S(x)-1)\,dx=\frac{2}{\pi}\left(\frac{\pi}{2}-\frac{2}{3}\right)-1=-\frac{4}{3\pi}.
\]

**The energy.** The interaction \(1/r\) has the two-dimensional Fourier transform \(2\pi/q\), which cancels the radial measure \(q\,dq/(2\pi)\). Since \(S=1\) beyond \(q=2k_F\),

\[
E_x=\frac12\int_0^\infty\frac{q\,dq}{2\pi}\,\frac{2\pi}{q}\,(S-1)
=\frac12\int_0^{2k_F}(S-1)\,dq
=k_F\int_0^1(S-1)\,dx=-\frac{4k_F}{3\pi}.
\]

**In terms of the density.** With two spin states per momentum cell, the density is \(2\cdot\pi k_F^2/(2\pi)^2=k_F^2/(2\pi)\). The density parameter \(r_s\) is the radius of a disk that holds one electron on average, so \(\pi r_s^2\,k_F^2/(2\pi)=1\). This gives \(k_F=\sqrt2/r_s\) and \(E_x=-4\sqrt2/(3\pi r_s)\).

**The limit of small momentum transfer.** At \(x=0\) the disks coincide and \(S=0\). For small \(x\) the closed form gives \(S\approx4x/\pi=2q/(\pi k_F)\), a linear rise.

## What the definitions and theorems say

`fermiOverlap x` is the set of points of the plane `ℝ × ℝ` that lie in both open unit disks. `structureFactor x` is one minus its Lebesgue area, `volume`, divided by \(\pi\). The arcsine appears nowhere in this definition, so `structureFactor_eq` is a real statement about an area. It holds for \(0\le x\le1\), and `structureFactor_eq_one` covers \(x\ge1\); at \(x=1\) both apply and agree.

`exchangeEnergy kF` is the radial integral over all \(q>0\), with the Coulomb factor and the measure still written separately. `exchangeEnergy_eq` evaluates it for every \(k_F>0\). In `exchangeEnergy_eq_rs`, the hypothesis `h` is the relation between \(r_s\) and the density given above, and it is where the two spin states enter.

The physics that leads to these definitions is taken as input: the overlap formula for \(S\), which comes from a Slater determinant of plane waves in the limit of a large system, and the expression of the energy through \(S-1\). The model is a uniform, strictly planar gas at zero temperature, without correlation. Evaluated at the local density, the \(r_s\) formula gives the exchange part of a local density approximation for unpolarised planar systems such as model quantum dots.

```lean
import Mathlib

open MeasureTheory Set
open scoped Real

namespace TwoDimensionalExchange

noncomputable section

/-- The overlap of two Fermi disks of unit radius whose centres are displaced by `2 * x`. -/
def fermiOverlap (x : ℝ) : Set (ℝ × ℝ) :=
  {p | (p.1 + x) ^ 2 + p.2 ^ 2 < 1 ∧ (p.1 - x) ^ 2 + p.2 ^ 2 < 1}

/-- Half the height of the overlap region at horizontal position `u`, for `0 ≤ x` and
`|u| + x ≤ 1`. -/
def halfChord (x u : ℝ) : ℝ := √(1 - (|u| + x) ^ 2)

/-- The Hartree-Fock static structure factor at momentum transfer `q = 2 * kF * x`: one minus the
fraction of the Fermi disk that overlaps with its displaced copy. -/
def structureFactor (x : ℝ) : ℝ := 1 - (volume (fermiOverlap x)).toReal / π

/-- The exchange energy per particle in Hartree atomic units, for `0 < kF`: half the integral over
momentum transfers `q > 0`, with the radial measure `q / (2 * π)`, of the Coulomb interaction `2 * π
/ q` times `S - 1`, where `S` is the structure factor at `q`. -/
def exchangeEnergy (kF : ℝ) : ℝ :=
  1 / 2 * ∫ q in Ioi (0 : ℝ), q / (2 * π) * (2 * π / q * (structureFactor (q / (2 * kF)) - 1))

/-- Four times the area under the unit circle between `x` and `1`, in closed form. -/
theorem four_mul_integral_sqrt {x : ℝ} (hx0 : 0 ≤ x) (hx1 : x ≤ 1) :
    4 * ∫ z in x..1, √(1 - z ^ 2) =
      π * (1 - 2 / π * (Real.arcsin x + x * √(1 - x ^ 2))) := by
  have key : ∀ z s : ℝ, s ≠ 0 → s ^ 2 = 1 - z ^ 2 →
      1 / s + (1 * s + z * (-(2 * z) / (2 * s))) = 2 * s := by
    intro z s hs h
    field_simp
    linear_combination -h
  have hF : ∫ z in x..1, 2 * √(1 - z ^ 2) =
      (Real.arcsin 1 + 1 * √(1 - 1 ^ 2)) - (Real.arcsin x + x * √(1 - x ^ 2)) := by
    apply intervalIntegral.integral_eq_sub_of_hasDerivAt_of_le
      (f := fun z : ℝ => Real.arcsin z + z * √(1 - z ^ 2)) hx1
    · exact (Real.continuous_arcsin.add (by fun_prop)).continuousOn
    · intro z hz
      have hpos : 0 < 1 - z ^ 2 := by nlinarith [hz.1, hz.2]
      have hin : HasDerivAt (fun z : ℝ => 1 - z ^ 2) (-(2 * z)) z := by
        simpa using (hasDerivAt_pow 2 z).const_sub 1
      have ha := Real.hasDerivAt_arcsin (x := z) (by linarith [hz.1]) (by linarith [hz.2])
      exact (ha.fun_add ((hasDerivAt_id' z).fun_mul (hin.sqrt hpos.ne'))).congr_deriv
        (key z _ (Real.sqrt_pos.mpr hpos).ne' (Real.sq_sqrt hpos.le))
    · exact Continuous.intervalIntegrable (by fun_prop) _ _
  rw [intervalIntegral.integral_const_mul, Real.arcsin_one] at hF
  norm_num at hF
  have hpi : π * (1 - 2 / π * (Real.arcsin x + x * √(1 - x ^ 2))) =
      π - 2 * (Real.arcsin x + x * √(1 - x ^ 2)) := by
    have := Real.pi_ne_zero
    field_simp
  rw [hpi]
  linarith

/-- The area common to the two displaced Fermi disks is four times the area under the unit circle
between `x` and `1`. -/
theorem overlap_area {x : ℝ} (hx0 : 0 ≤ x) (hx1 : x ≤ 1) :
    (volume (fermiOverlap x)).toReal = 4 * ∫ z in x..1, √(1 - z ^ 2) := by
  have hf : Continuous (halfChord x) := by unfold halfChord; fun_prop
  have hf' : Continuous (fun u => -halfChord x u) := hf.neg
  -- the overlap is the region between the lower and the upper arc
  have hset : fermiOverlap x =
      regionBetween (fun u => -halfChord x u) (halfChord x) (Ioc (-(1 - x)) (1 - x)) := by
    ext ⟨u, v⟩
    simp only [fermiOverlap, regionBetween, halfChord, Set.mem_ofPred_eq, mem_Ioo, mem_Ioc]
    rw [← abs_lt, Real.lt_sqrt (abs_nonneg v), sq_abs]
    constructor
    · rintro ⟨h1, h2⟩
      have h : (|u| + x) ^ 2 + v ^ 2 < 1 := by
        rcases abs_cases u with ⟨h, _⟩ | ⟨h, _⟩ <;> rw [h] <;> nlinarith
      have hu : |u| + x < 1 := by nlinarith [sq_nonneg v, sq_nonneg (|u| + x - 1)]
      have hb := abs_lt.mp (show |u| < 1 - x by linarith)
      exact ⟨⟨hb.1, hb.2.le⟩, by linarith⟩
    · rintro ⟨_, h⟩
      have hp := mul_nonneg (abs_nonneg u) hx0
      rcases abs_cases u with ⟨h1, _⟩ | ⟨h1, _⟩ <;> rw [h1] at h hp <;>
        constructor <;> nlinarith
  have hhalf : ∫ u in (0 : ℝ)..(1 - x), halfChord x u = ∫ z in x..1, √(1 - z ^ 2) := by
    have h := intervalIntegral.integral_comp_add_right (a := 0) (b := 1 - x)
      (fun z : ℝ => √(1 - z ^ 2)) x
    rw [zero_add, sub_add_cancel] at h
    rw [← h]
    apply intervalIntegral.integral_congr
    intro u hu
    rw [uIcc_of_le (by linarith)] at hu
    simp only [halfChord, abs_of_nonneg hu.1]
  -- left and right halves have equal area
  have hneg : ∫ u in (-(1 - x))..0, halfChord x u = ∫ u in (0 : ℝ)..(1 - x), halfChord x u := by
    have h := intervalIntegral.integral_comp_neg (a := 0) (b := 1 - x) (halfChord x)
    have he : ∀ u, halfChord x (-u) = halfChord x u := fun u => by simp only [halfChord, abs_neg]
    simp only [he, neg_zero] at h
    exact h.symm
  have hvol : volume (regionBetween (fun u => -halfChord x u) (halfChord x)
      (Ioc (-(1 - x)) (1 - x))) = ENNReal.ofReal
        (∫ u in Ioc (-(1 - x)) (1 - x), (halfChord x - fun u => -halfChord x u) u) :=
    volume_regionBetween_eq_integral hf'.integrableOn_Ioc hf.integrableOn_Ioc
      measurableSet_Ioc (fun u _ => neg_le_self (Real.sqrt_nonneg _))
  have hI : ∫ u in Ioc (-(1 - x)) (1 - x), (halfChord x - fun u => -halfChord x u) u =
      4 * ∫ z in x..1, √(1 - z ^ 2) := by
    rw [← intervalIntegral.integral_of_le (by linarith)]
    simp only [Pi.sub_apply, sub_neg_eq_add, ← two_mul]
    rw [intervalIntegral.integral_const_mul,
      ← intervalIntegral.integral_add_adjacent_intervals (hf.intervalIntegrable _ 0)
        (hf.intervalIntegrable 0 _), hneg, hhalf]
    ring
  have hnn : 0 ≤ ∫ z in x..1, √(1 - z ^ 2) :=
    intervalIntegral.integral_nonneg hx1 (fun z _ => Real.sqrt_nonneg _)
  rw [hset, hvol, hI, ENNReal.toReal_ofReal (by linarith)]

/-- The structure factor in closed form for momentum transfers up to `2 * kF`. -/
theorem structureFactor_eq {x : ℝ} (hx0 : 0 ≤ x) (hx1 : x ≤ 1) :
    structureFactor x = 2 / π * (Real.arcsin x + x * √(1 - x ^ 2)) := by
  rw [structureFactor, overlap_area hx0 hx1, four_mul_integral_sqrt hx0 hx1,
    mul_div_cancel_left₀ _ Real.pi_ne_zero]
  ring

/-- The structure factor equals one for momentum transfers of at least `2 * kF`. -/
theorem structureFactor_eq_one {x : ℝ} (hx : 1 ≤ x) : structureFactor x = 1 := by
  have h : fermiOverlap x = ∅ := by
    ext ⟨u, v⟩
    simp only [fermiOverlap, Set.mem_ofPred_eq, mem_empty_iff_false, iff_false]
    rintro ⟨h1, h2⟩
    nlinarith [sq_nonneg u, sq_nonneg v]
  simp [structureFactor, h]

/-- The integral of the structure factor minus one over `0 ≤ x ≤ 1` is `-4 / (3 * π)`. -/
theorem integral_structureFactor_sub_one :
    ∫ x in (0 : ℝ)..1, (structureFactor x - 1) = -(4 / (3 * π)) := by
  have key : ∀ z s a : ℝ, s ≠ 0 → s ^ 2 = 1 - z ^ 2 →
      1 * a + z * (1 / s) + -(2 * z) / (2 * s) -
        (-(2 * z) * s + (1 - z ^ 2) * (-(2 * z) / (2 * s))) / 3 = a + z * s := by
    intro z s a hs h
    rw [← h]
    field_simp
    ring
  have hc : Continuous (fun z : ℝ => Real.arcsin z + z * √(1 - z ^ 2)) :=
    Real.continuous_arcsin.add (by fun_prop)
  have hG : ∫ z in (0 : ℝ)..1, (Real.arcsin z + z * √(1 - z ^ 2)) =
      (1 * Real.arcsin 1 + √(1 - 1 ^ 2) - (1 - 1 ^ 2) * √(1 - 1 ^ 2) / 3) -
      (0 * Real.arcsin 0 + √(1 - 0 ^ 2) - (1 - 0 ^ 2) * √(1 - 0 ^ 2) / 3) := by
    apply intervalIntegral.integral_eq_sub_of_hasDerivAt_of_le
      (f := fun z : ℝ => z * Real.arcsin z + √(1 - z ^ 2) - (1 - z ^ 2) * √(1 - z ^ 2) / 3)
      zero_le_one
    · exact (((continuous_id.mul Real.continuous_arcsin).add (by fun_prop)).sub
        (by fun_prop)).continuousOn
    · intro z hz
      have hpos : 0 < 1 - z ^ 2 := by nlinarith [hz.1, hz.2]
      have hin : HasDerivAt (fun z : ℝ => 1 - z ^ 2) (-(2 * z)) z := by
        simpa using (hasDerivAt_pow 2 z).const_sub 1
      have ha := Real.hasDerivAt_arcsin (x := z) (by linarith [hz.1]) (by linarith [hz.2])
      have hs := hin.sqrt hpos.ne'
      exact ((((hasDerivAt_id' z).fun_mul ha).fun_add hs).fun_sub
        ((hin.fun_mul hs).div_const 3)).congr_deriv
        (key z _ _ (Real.sqrt_pos.mpr hpos).ne' (Real.sq_sqrt hpos.le))
    · exact hc.intervalIntegrable _ _
  have hcongr : ∫ x in (0 : ℝ)..1, (structureFactor x - 1) =
      ∫ x in (0 : ℝ)..1, (2 / π * (Real.arcsin x + x * √(1 - x ^ 2)) - 1) := by
    apply intervalIntegral.integral_congr
    intro x hx
    rw [uIcc_of_le zero_le_one] at hx
    simp only [structureFactor_eq hx.1 hx.2]
  rw [hcongr, intervalIntegral.integral_sub ((hc.const_mul _).intervalIntegrable _ _)
    (continuous_const.intervalIntegrable _ _), intervalIntegral.integral_const_mul, hG,
    Real.arcsin_one]
  have := Real.pi_ne_zero
  norm_num
  field_simp
  ring

/-- The exchange energy per particle of the two-dimensional electron gas is
`-4 * kF / (3 * π)` in Hartree atomic units. -/
theorem exchangeEnergy_eq {kF : ℝ} (hk : 0 < kF) :
    exchangeEnergy kF = -(4 * kF / (3 * π)) := by
  have hpi := Real.pi_ne_zero
  -- in two dimensions the Coulomb factor cancels the radial measure
  have h1 : ∫ q in Ioi (0 : ℝ),
      q / (2 * π) * (2 * π / q * (structureFactor (q / (2 * kF)) - 1)) =
      ∫ q in Ioi (0 : ℝ), (structureFactor (q / (2 * kF)) - 1) := by
    apply setIntegral_congr_fun measurableSet_Ioi
    intro q hq
    have hq' : q ≠ 0 := ne_of_gt hq
    have hone : q / (2 * π) * (2 * π / q) = 1 := by field_simp
    simp only [← mul_assoc, hone, one_mul]
  -- momentum transfers beyond the Fermi diameter do not contribute
  have h2 : ∫ q in Ioi (0 : ℝ), (structureFactor (q / (2 * kF)) - 1) =
      ∫ q in Ioc (0 : ℝ) (2 * kF), (structureFactor (q / (2 * kF)) - 1) := by
    apply MeasureTheory.setIntegral_eq_of_subset_of_forall_sdiff_eq_zero measurableSet_Ioi
      (fun q hq => hq.1)
    rintro q ⟨hq, hn⟩
    have hlt : 2 * kF < q := by
      by_contra hle
      exact hn ⟨hq, not_lt.mp hle⟩
    rw [structureFactor_eq_one ((one_le_div₀ (by positivity)).mpr hlt.le), sub_self]
  have h3 := intervalIntegral.integral_comp_div (a := 0) (b := 2 * kF)
    (fun x => structureFactor x - 1) (show 2 * kF ≠ 0 by positivity)
  rw [zero_div, div_self (show 2 * kF ≠ 0 by positivity),
    integral_structureFactor_sub_one, smul_eq_mul] at h3
  rw [exchangeEnergy, h1, h2, ← intervalIntegral.integral_of_le (by positivity), h3]
  ring

/-- The exchange energy per particle in terms of the density parameter `rs`, where a disk of
radius `rs` holds one electron at the density `kF ^ 2 / (2 * π)`. -/
theorem exchangeEnergy_eq_rs {kF rs : ℝ} (hk : 0 < kF) (hr : 0 < rs)
    (h : π * rs ^ 2 * (kF ^ 2 / (2 * π)) = 1) :
    exchangeEnergy kF = -(4 * √2 / (3 * π * rs)) := by
  have hpi := Real.pi_ne_zero
  have e : π * rs ^ 2 * (kF ^ 2 / (2 * π)) = (kF * rs) ^ 2 / 2 := by
    field_simp
  have h2 : (kF * rs) ^ 2 = 2 := by linarith
  have h3 : √2 = kF * rs := by
    rw [← h2, Real.sqrt_sq (by positivity)]
  rw [exchangeEnergy_eq hk, h3]
  field_simp

end

end TwoDimensionalExchange
```

```lean
#print axioms TwoDimensionalExchange.exchangeEnergy_eq
#print axioms TwoDimensionalExchange.exchangeEnergy_eq_rs
```

```
'TwoDimensionalExchange.exchangeEnergy_eq' depends on axioms: [propext, Classical.choice, Quot.sound]
'TwoDimensionalExchange.exchangeEnergy_eq_rs' depends on axioms: [propext, Classical.choice, Quot.sound]
```

## How the Lean proof follows the calculation

`four_mul_integral_sqrt` is the first primitive. The version of the fundamental theorem of calculus used here asks for continuity on the closed interval but for a derivative only in its interior. This suits a term-by-term derivative, since neither \(\arcsin z\) nor \(\sqrt{1-z^2}\) is differentiable at \(z=1\). The local statement `key` does the algebra of the derivative with the square root replaced by a nonzero number `s` that satisfies `s ^ 2 = 1 - z ^ 2`.

`overlap_area` carries the geometry:

- `hset` identifies the overlap with the region between the graphs of `-halfChord x` and `halfChord x`. The case split `abs_cases` on the sign of `u` merges the two disk conditions into one and separates them again.
- `hvol` turns the area of that region into an integral of the slice lengths.
- `hneg` is the reflection \(u\to-u\), and `hhalf` is the shift \(z=u+x\). `hI` combines them into the factor of four.

`structureFactor_eq` then only substitutes the two results into the definition. For `structureFactor_eq_one`, `nlinarith` finds the contradiction between the two disk conditions when \(x\ge1\).

`integral_structureFactor_sub_one` follows the same pattern as the first integral. Its `key` verifies the derivative of the second primitive, with \(s^3\) written as `(1 - z ^ 2) * √(1 - z ^ 2)`. `hG` evaluates the primitive at the endpoints, and `hcongr` replaces the structure factor by its closed form under the integral.

In `exchangeEnergy_eq`, the three intermediate facts are the three moves of the energy calculation. `h1` cancels \(2\pi/q\) against the measure, `h2` cuts the integral at \(2k_F\) because the integrand vanishes beyond it, and `h3` rescales \(q=2k_Fx\). Finally, `exchangeEnergy_eq_rs` derives \((k_Fr_s)^2=2\) from the density relation, takes the positive root and substitutes it.
